# The coupling block limits how far an excitation energy can lie below the lowest Tamm-Dancoff energy

Take a single electron-hole pair. Let $a$ be its energy when coupling to de-excitation is ignored, and let $b$ be that coupling, with $|b|<a$. The excitation amplitude $x$ and the de-excitation amplitude $y$, not both zero, and the excitation energy $w>0$ obey

$$ax+by=wx,\qquad bx+ay=-wy .$$

Rearranged, these read $(a-w)x=-by$ and $(a+w)y=-bx$, and the second fixes $y$ once $x$ is known. Multiplying the first by $a+w$ and inserting the second gives $(a^2-w^2)x=b^2x$. Here $x\neq0$, since $x=0$ would force $y=0$, and therefore $a^2-w^2=b^2$.

With many pairs, $a$ and $b$ become matrices $A$ and $B$, as in the Bethe-Salpeter equation for excitons. The Tamm-Dancoff approximation drops $B$, and its lowest energy is the least eigenvalue $L$ of $A$. For real symmetric $A$ with $L\ge0$, the equality becomes the bound $L^2-w^2\le\|B\|^2$.

## Eigenvalues and the response matrix

```lean
import Mathlib

open Matrix
open scoped Matrix.Norms.L2Operator

namespace TammDancoffError
```

The second `open` line makes `‖B‖` the operator norm belonging to the Euclidean norm: the largest factor by which $B$ can stretch a vector.

```lean
/-- The real number `w` is an eigenvalue of the real matrix `M`: some nonzero vector `v`
satisfies `M v = w v`. -/
def IsEigenvalue {m : Type*} [Fintype m] (M : Matrix m m ℝ) (w : ℝ) : Prop :=
  ∃ v : m → ℝ, v ≠ 0 ∧ M *ᵥ v = w • v
```

An eigenvalue is a real number $w$ with $Mv=wv$ for some $v\neq0$. The symbol `*ᵥ` applies a matrix to a vector, and `•` multiplies by a number.

```lean
/-- The response matrix with block rows `(A, B)` and `(-B, -A)`; `A` is the resonant block
and `B` the coupling block. -/
def response {m : Type*} (A B : Matrix m m ℝ) : Matrix (m ⊕ m) (m ⊕ m) ℝ :=
  Matrix.fromBlocks A B (-B) (-A)
```

This is the matrix $\begin{pmatrix}A&B\\-B&-A\end{pmatrix}$. The index type `m ⊕ m` holds two copies of the list of pairs, one for excitations and one for de-excitations. The blocks are finite, real and independent of $w$. Identifying them with a material's Bethe-Salpeter matrices, through a static kernel and a truncated set of pairs, is a physical step that the hypotheses do not address.

```lean
/-- The real number `w` is an eigenvalue of the response matrix exactly when some real vectors `x`
(excitation amplitudes) and `y` (de-excitation amplitudes), not both zero, satisfy `A x + B y = w x`
and `B x + A y = -w y`. -/
theorem response_eigenvalue_iff {m : Type*} [Fintype m] (A B : Matrix m m ℝ) (w : ℝ) :
    IsEigenvalue (response A B) w ↔ ∃ x y : m → ℝ, (x ≠ 0 ∨ y ≠ 0) ∧
      A *ᵥ x + B *ᵥ y = w • x ∧ B *ᵥ x + A *ᵥ y = -(w • y) := by
  constructor
  · rintro ⟨v, hv, h⟩
    rw [response, fromBlocks_mulVec] at h
    refine ⟨v ∘ Sum.inl, v ∘ Sum.inr, ?_, ?_, ?_⟩
    · by_contra hc
      rw [not_or, not_not, not_not] at hc
      apply hv
      funext i
      rcases i with i | i
      · exact congrFun hc.1 i
      · exact congrFun hc.2 i
    · funext i
      exact congrFun h (Sum.inl i)
    · funext i
      have h' := congrFun h (Sum.inr i)
      simp [neg_mulVec] at h' ⊢
      linarith
  · rintro ⟨x, y, hne, h1, h2⟩
    refine ⟨Sum.elim x y, ?_, ?_⟩
    · intro h
      rcases hne with hx | hy
      · exact hx (funext fun i => congrFun h (Sum.inl i))
      · exact hy (funext fun i => congrFun h (Sum.inr i))
    · rw [response, fromBlocks_mulVec]
      funext i
      rcases i with i | i
      · exact congrFun h1 i
      · have h' := congrFun h2 i
        simp [neg_mulVec] at h' ⊢
        linarith
```

The upper block row gives $Ax+By=wx$. The lower one gives $-Bx-Ay=wy$, which is $Bx+Ay=-wy$ after a change of sign. The proof cuts $v$ into its halves $x$ and $y$ for one direction and joins them for the other. At least one half is nonzero.

## From the least eigenvalue to a norm estimate

```lean
variable {n : Type*} [Fintype n] [DecidableEq n] {A B : Matrix n n ℝ} {L w : ℝ}

/-- Rayleigh bound: if `L` is the least eigenvalue of the real symmetric matrix `A`, then
`L (x·x) ≤ x·A x` for every real vector `x`. -/
theorem rayleigh_bound (hA : A.IsSymm) (hL : IsLeast {μ | IsEigenvalue A μ} L)
    (x : n → ℝ) : L * (x ⬝ᵥ x) ≤ x ⬝ᵥ A *ᵥ x := by
  have hM : (A - L • (1 : Matrix n n ℝ)).IsHermitian := by
    rw [Matrix.IsHermitian, conjTranspose_eq_transpose_of_trivial, transpose_sub,
      transpose_smul, transpose_one, hA.eq]
  -- the shifted matrix has no negative eigenvalue
  have hpos : (A - L • (1 : Matrix n n ℝ)).PosSemidef := by
    rw [hM.posSemidef_iff_eigenvalues_nonneg]
    intro i
    have e := hM.mulVec_eigenvectorBasis i
    rw [sub_mulVec, smul_mulVec, one_mulVec, sub_eq_iff_eq_add, ← add_smul] at e
    have hle : L ≤ hM.eigenvalues i + L := by
      refine hL.2 ⟨_, ?_, e⟩
      intro h
      apply hM.eigenvectorBasis.orthonormal.ne_zero i
      ext j
      exact congrFun h j
    simpa using hle
  have h := hpos.dotProduct_mulVec_nonneg x
  rw [star_trivial, sub_mulVec, smul_mulVec, one_mulVec, dotProduct_sub,
    dotProduct_smul, smul_eq_mul] at h
  linarith
```

`IsLeast` says that $L$ is an eigenvalue of $A$ and that no eigenvalue is smaller. The claim is $L\,x\cdot x\le x\cdot Ax$, where `⬝ᵥ` is the dot product.

By hand, let $u_i$ be orthonormal eigenvectors of the symmetric matrix $A-L$, with eigenvalues $\lambda_i$. Then $Au_i=(\lambda_i+L)u_i$, so $\lambda_i+L\ge L$ and $\lambda_i\ge0$. Hence

$$x\cdot(A-L)x=\sum_i\lambda_i(u_i\cdot x)^2\ge0 .$$

In Lean, `hpos` records that $A-L$ is positive semidefinite, and the last lines expand the product.

```lean
/-- If `L` is the least eigenvalue of the real symmetric matrix `A`, then
`(L - s) |x| ≤ |A x - s x|` for every real shift `s`, in the Euclidean norm. -/
theorem shifted_bound (hA : A.IsSymm) (hL : IsLeast {μ | IsEigenvalue A μ} L)
    (s : ℝ) (x : n → ℝ) :
    (L - s) * ‖WithLp.toLp 2 x‖ ≤ ‖WithLp.toLp 2 (A *ᵥ x - s • x)‖ := by
  have hin : ∀ u v : n → ℝ,
      inner ℝ (WithLp.toLp 2 u) (WithLp.toLp 2 v) = u ⬝ᵥ v := by
    intro u v
    simp [PiLp.inner_apply, dotProduct, mul_comm]
  have hn : x ⬝ᵥ x = ‖WithLp.toLp 2 x‖ ^ 2 := by
    rw [← hin, real_inner_self_eq_norm_sq]
  have hR := rayleigh_bound hA hL x
  -- Cauchy-Schwarz for `x` and `A x - s x`
  have hcs := real_inner_le_norm (WithLp.toLp 2 x) (WithLp.toLp 2 (A *ᵥ x - s • x))
  rw [hin, dotProduct_sub, dotProduct_smul, smul_eq_mul, hn] at hcs
  rw [hn] at hR
  rcases (norm_nonneg (WithLp.toLp 2 x)).eq_or_lt with h0 | h0
  · rw [← h0, mul_zero]
    exact norm_nonneg _
  · refine le_of_mul_le_mul_left ?_ h0
    linarith
```

`WithLp.toLp 2 x` is the vector $x$ equipped with the Euclidean norm, written $|x|$ here. For any real $s$, the Rayleigh bound and Cauchy-Schwarz (`hcs`) give

$$(L-s)|x|^2\le x\cdot(Ax-sx)\le|x|\,|Ax-sx| .$$

Dividing by $|x|$ proves the claim when $x\ne0$. When $x=0$, the left side of the claim is zero.

## The bound for many pairs

```lean
/-- Tamm-Dancoff error bound: let `A` be real symmetric with least eigenvalue `L ≥ 0`. Every
real eigenvalue `w` of the response matrix satisfies `L² - w² ≤ ‖B‖²`, with the operator norm
of the coupling block `B`. -/
theorem tamm_dancoff_error_bound (hA : A.IsSymm)
    (hL : IsLeast {μ | IsEigenvalue A μ} L) (hL0 : 0 ≤ L)
    (hw : IsEigenvalue (response A B) w) : L ^ 2 - w ^ 2 ≤ ‖B‖ ^ 2 := by
  obtain ⟨x, y, hne, h1, h2⟩ := (response_eigenvalue_iff A B w).1 hw
  have e1 : A *ᵥ x - w • x = -(B *ᵥ y) := by
    rw [← h1]; abel
  have e2 : A *ᵥ y - (-w) • y = -(B *ᵥ x) := by
    rw [neg_smul, ← h2]; abel
  have hB : ∀ v : n → ℝ, ‖WithLp.toLp 2 (B *ᵥ v)‖ ≤ ‖B‖ * ‖WithLp.toLp 2 v‖ :=
    fun v => Matrix.l2_opNorm_mulVec B (WithLp.toLp 2 v)
  -- apply the shifted bound to each amplitude
  have b1 := shifted_bound hA hL w x
  have b2 := shifted_bound hA hL (-w) y
  rw [e1, WithLp.toLp_neg, norm_neg] at b1
  rw [e2, WithLp.toLp_neg, norm_neg] at b2
  replace b1 := b1.trans (hB y)
  replace b2 := b2.trans (hB x)
  by_contra hc
  have hlt : w ^ 2 < L ^ 2 := by nlinarith [sq_nonneg ‖B‖]
  obtain ⟨hl, hr⟩ := abs_lt.1 (abs_lt_of_sq_lt_sq hlt hL0)
  have hx : 0 < ‖WithLp.toLp 2 x‖ := by
    refine (norm_nonneg _).lt_of_ne' fun h0 => ?_
    have hx0 : x = 0 := by
      funext i
      exact congrArg (fun z : EuclideanSpace ℝ n => z.ofLp i) (norm_eq_zero.1 h0)
    have hy : 0 < ‖WithLp.toLp 2 y‖ := by
      refine norm_pos_iff.2 fun h => ?_
      rcases hne with h' | h'
      · exact h' hx0
      · exact h' (funext fun i => congrArg (fun z : EuclideanSpace ℝ n => z.ofLp i) h)
    rw [h0, mul_zero] at b2
    have hp : 0 < (L - -w) * ‖WithLp.toLp 2 y‖ := mul_pos (by linarith) hy
    linarith
  -- chain the two estimates and cancel the norm of `x`
  have c1 := mul_le_mul_of_nonneg_left b1 (show 0 ≤ L - -w by linarith)
  have c2 := mul_le_mul_of_nonneg_left b2 (norm_nonneg B)
  refine hc (le_of_mul_le_mul_right ?_ hx)
  linarith
```

The eigenvalue equations say $Ax-wx=-By$ and $Ay+wy=-Bx$ (`e1`, `e2`). The previous estimate, with $s=w$ for $x$ and $s=-w$ for $y$, gives `b1` and `b2`:

$$(L-w)|x|\le\|B\||y|,\qquad(L+w)|y|\le\|B\||x| .$$

Suppose that $L^2-w^2>\|B\|^2$. Then $w^2<L^2$, and since $L\ge0$, both $L-w$ and $L+w$ are positive. If $x$ were zero, $y$ would be nonzero and the second inequality would fail, so $|x|>0$. Chaining the two gives

$$(L^2-w^2)|x|\le(L+w)\|B\||y|\le\|B\|^2|x| .$$

Cancelling $|x|$ contradicts the assumption.

The theorem holds for every real eigenvalue $w$, in particular for the least positive one, and $B$ need not be symmetric.

## A test before solving the full problem

```lean
omit [DecidableEq n] in
/-- If `A + B` and `A - B` are positive definite, every eigenvalue of `A` is positive. -/
theorem eigenvalue_pos (hp : (A + B).PosDef) (hm : (A - B).PosDef)
    (hL : IsEigenvalue A L) : 0 < L := by
  obtain ⟨v, hv, h⟩ := hL
  have p := hp.dotProduct_mulVec_pos hv
  have m := hm.dotProduct_mulVec_pos hv
  rw [star_trivial, add_mulVec, dotProduct_add, h, dotProduct_smul, smul_eq_mul] at p
  rw [star_trivial, sub_mulVec, dotProduct_sub, h, dotProduct_smul, smul_eq_mul] at m
  have vv : 0 ≤ v ⬝ᵥ v := Finset.sum_nonneg fun i _ => mul_self_nonneg (v i)
  by_contra hc
  nlinarith [mul_nonneg (sub_nonneg.2 (not_lt.1 hc)) vv]
```

Positive definiteness of $A+B$ and $A-B$ stands for a stable reference state, whose excitation energies are real and nonzero. If $Av=Lv$ with $v\neq0$, adding $v\cdot(A+B)v>0$ and $v\cdot(A-B)v>0$ gives $2L\,v\cdot v>0$, hence $L>0$. This supplies the sign condition of the main bound.

```lean
/-- A priori test for dropping `B`: let `A` be real symmetric with least eigenvalue `L`, and
`A + B`, `A - B` positive definite. Then `L` exceeds any positive response eigenvalue `w` by
at most `‖B‖² / L`. -/
theorem a_priori_test (hA : A.IsSymm) (hp : (A + B).PosDef) (hm : (A - B).PosDef)
    (hL : IsLeast {μ | IsEigenvalue A μ} L) (hw0 : 0 < w)
    (hw : IsEigenvalue (response A B) w) : L - w ≤ ‖B‖ ^ 2 / L := by
  have hL0 : 0 < L := eigenvalue_pos hp hm hL.1
  have h := tamm_dancoff_error_bound hA hL hL0.le hw
  rw [le_div_iff₀ hL0]
  rcases le_total L w with hle | hle
  · nlinarith [sq_nonneg ‖B‖, mul_nonneg (sub_nonneg.2 hle) hL0.le]
  · nlinarith [mul_nonneg (sub_nonneg.2 hle) hw0.le]
```

If $w\le L$, then $w>0$ gives

$$L(L-w)\le(L+w)(L-w)=L^2-w^2\le\|B\|^2,$$

and division by $L$ finishes. If $w>L$, the left side of the claim is negative and the right side is not. The two cases are the two `nlinarith` lines.

For a stable, finite, real problem with a static kernel, a Tamm-Dancoff calculation of $L$ and an upper estimate of $\|B\|$ thus limit how far the lowest exciton energy can drop when $B$ is restored. A small $\|B\|^2/L$ certifies a small drop; with several pairs, a large value does not imply a large drop. The test concerns energies and says nothing about oscillator strengths.

## One pair attains equality

```lean
/-- Equality for one electron-hole pair: if `A` and `B` are 1×1, `L` is the eigenvalue of `A`
and `w` a real eigenvalue of the response matrix, then `L² - w² = ‖B‖²`. -/
theorem one_pair_equality {A B : Matrix (Fin 1) (Fin 1) ℝ} {L w : ℝ}
    (hL : IsEigenvalue A L) (hw : IsEigenvalue (response A B) w) :
    L ^ 2 - w ^ 2 = ‖B‖ ^ 2 := by
  have hz : ∀ v : Fin 1 → ℝ, v ≠ 0 → v 0 ≠ 0 := fun v hv h0 =>
    hv (funext fun i => by rw [Subsingleton.elim i 0]; exact h0)
  have hB : ‖B‖ ^ 2 = B 0 0 ^ 2 := by
    have hd : B = Matrix.diagonal (fun _ => B 0 0) := by
      ext i j
      fin_cases i; fin_cases j; simp
    rw [hd, Matrix.l2_opNorm_diagonal, pi_norm_const, Real.norm_eq_abs, sq_abs]
    simp
  obtain ⟨v, hv, h⟩ := hL
  have hAL : A 0 0 = L := by
    have h' := congrFun h 0
    simp only [mulVec, dotProduct, Fin.sum_univ_one, Pi.smul_apply, smul_eq_mul] at h'
    exact mul_right_cancel₀ (hz v hv) h'
  obtain ⟨x, y, hne, h1, h2⟩ := (response_eigenvalue_iff A B w).1 hw
  have k1 := congrFun h1 0
  have k2 := congrFun h2 0
  simp only [mulVec, dotProduct, Fin.sum_univ_one, Pi.add_apply, Pi.neg_apply,
    Pi.smul_apply, smul_eq_mul, hAL] at k1 k2
  rw [hB]
  -- eliminate one amplitude and cancel the other
  rcases hne with hx | hy
  · refine mul_right_cancel₀ (hz x hx) ?_
    linear_combination (L + w) * k1 - B 0 0 * k2
  · refine mul_right_cancel₀ (hz y hy) ?_
    linear_combination (L - w) * k2 - B 0 0 * k1
```

`Fin 1` is an index set with one element, so $A$ and $B$ are numbers, $A=L$ and $\|B\|=|B|$. The equations are $(L-w)x=-By$ and $(L+w)y=-Bx$. If $x\ne0$, multiply the first by $L+w$ to get $(L^2-w^2)x=B^2x$. If $y\neq0$, multiply the second by $L-w$ to get $(L^2-w^2)y=B^2y$. Cancel the nonzero amplitude. The two `linear_combination` lines do this elimination, and no sign or stability condition enters.

```lean
/-- For one pair with blocks `a` and `b`, `|b| < a`, both `A + B` and `A - B` are positive
definite, and `√(a² - b²)` is a positive eigenvalue of the response matrix. -/
theorem one_pair_witness {a b : ℝ} (h : |b| < a) :
    (!![a] + !![b]).PosDef ∧ (!![a] - !![b]).PosDef ∧ 0 < √(a ^ 2 - b ^ 2) ∧
      IsEigenvalue (response !![a] !![b]) √(a ^ 2 - b ^ 2) := by
  obtain ⟨hl, hr⟩ := abs_lt.1 h
  have hpos : 0 < a ^ 2 - b ^ 2 := by nlinarith
  have hs := Real.sq_sqrt hpos.le
  have hw := Real.sqrt_pos.2 hpos
  have ep : !![a] + !![b] = Matrix.diagonal (fun _ : Fin 1 => a + b) := by
    ext i j
    fin_cases i; fin_cases j; simp
  have em : !![a] - !![b] = Matrix.diagonal (fun _ : Fin 1 => a - b) := by
    ext i j
    fin_cases i; fin_cases j; simp
  refine ⟨?_, ?_, hw, ?_⟩
  · rw [ep]
    exact Matrix.PosDef.diagonal fun _ => by linarith
  · rw [em]
    exact Matrix.PosDef.diagonal fun _ => by linarith
  · -- the eigenvector has amplitudes `a + w` and `-b`
    rw [response_eigenvalue_iff]
    refine ⟨fun _ => a + √(a ^ 2 - b ^ 2), fun _ => -b, Or.inl ?_, ?_, ?_⟩
    · intro h0
      have h' : a + √(a ^ 2 - b ^ 2) = 0 := congrFun h0 0
      linarith
    · funext i
      fin_cases i
      simp [dotProduct]
      linear_combination -hs
    · funext i
      fin_cases i
      simp [dotProduct]
      ring

end TammDancoffError
```

`!![a]` is the $1\times1$ matrix with entry $a$. For $|b|<a$, both $a+b$ and $a-b$ are positive, and so is $w=\sqrt{a^2-b^2}$. The amplitudes $x=a+w$ and $y=-b$ solve the equations:

$$a(a+w)-b^2=w(a+w),\qquad b(a+w)-ab=wb=-wy .$$

With the usual response normalisation $x^2-y^2=1$ they become $x=\sqrt{(a+w)/(2w)}$ and $y=-b/\sqrt{2w(a+w)}$. Equality therefore occurs for a stable pair with a positive excitation energy.

```lean
#print axioms TammDancoffError.tamm_dancoff_error_bound
-- 'TammDancoffError.tamm_dancoff_error_bound' depends on axioms: [propext, Classical.choice, Quot.sound]
#print axioms TammDancoffError.a_priori_test
-- 'TammDancoffError.a_priori_test' depends on axioms: [propext, Classical.choice, Quot.sound]
#print axioms TammDancoffError.one_pair_equality
-- 'TammDancoffError.one_pair_equality' depends on axioms: [propext, Classical.choice, Quot.sound]
```
